# The trace of a 3×3 proper rotation fixes the length of its axial vector

A program that reads the angle of a rotation matrix $R$ from $\arccos((\operatorname{tr}R-1)/2)$ fails if the argument leaves $[-1,1]$. One that finds the axis by normalising differences of off-diagonal entries fails if they all vanish. Both failures are governed by the trace. Number rows and columns 0, 1, 2, and write $t=\operatorname{tr}R$ and

$$a=(R_{21}-R_{12},\;R_{02}-R_{20},\;R_{10}-R_{01})$$

for the axial vector. If $R^TR=1$ and $\det R=1$, then

$$|a|^2=(1+t)(3-t),\qquad -1\le t\le 3,\qquad t=3\iff R=1.$$

This bears on molecular superposition and rigid-body simulation, for a single real matrix that satisfies both conditions exactly. A matrix stored in floating point may violate them slightly, so its trace can still stray outside the interval.

## Two conditions for a proper rotation

The structure `IsRotation R` holds the two hypotheses. `orthogonal` says that lengths and angles are preserved, and `det_one` that handedness is preserved as well. The matrix acts on column vectors, and `R 2 1` is $R_{21}$.

In Lean 4 with Mathlib:

```lean
import Mathlib

open Matrix

namespace RotationTrace

/-- A proper rotation of three-dimensional space: a real orthogonal matrix of determinant one. -/
structure IsRotation (R : Matrix (Fin 3) (Fin 3) ℝ) : Prop where
  orthogonal : Rᵀ * R = 1
  det_one : R.det = 1
```

The vector $a$ is `axialVector R`, left unnormalised. The explicit rotation about the z axis, `zRotation θ`, fixes the sign convention: its axial vector is $(0,0,2\sin\theta)$.

```lean
/-- The axial vector of a matrix, built from the differences of its opposite off-diagonal
entries. -/
def axialVector (R : Matrix (Fin 3) (Fin 3) ℝ) : Fin 3 → ℝ :=
  ![R 2 1 - R 1 2, R 0 2 - R 2 0, R 1 0 - R 0 1]

/-- The rotation matrix about the z axis by the angle `θ`. -/
noncomputable def zRotation (θ : ℝ) : Matrix (Fin 3) (Fin 3) ℝ :=
  !![Real.cos θ, -Real.sin θ, 0; Real.sin θ, Real.cos θ, 0; 0, 0, 1]
```

## Unit determinant keeps handedness

By hand, the determinant enters through the adjugate. Since $R\,\operatorname{adj}R=(\det R)\,1$,

$$\operatorname{adj}R=R^TR\,\operatorname{adj}R=(\det R)R^T=R^T.$$

Every entry of $R$ therefore equals its own cofactor. The `calc` block in `adjugate_eq_transpose` is this same line, with `h.orthogonal` used first and `h.det_one` second.

```lean
variable {R : Matrix (Fin 3) (Fin 3) ℝ}

/-- The adjugate of a rotation matrix is its transpose: each entry equals its own cofactor. -/
theorem adjugate_eq_transpose (h : IsRotation R) : R.adjugate = Rᵀ := by
  calc R.adjugate = (Rᵀ * R) * R.adjugate := by rw [h.orthogonal, one_mul]
    _ = Rᵀ := by rw [mul_assoc, Matrix.mul_adjugate, h.det_one, one_smul, mul_one]
```

Without this condition, inversion $R=-1$ is allowed. It is orthogonal, but $t=-3$ and $a=0$, while $(1+t)(3-t)=-12$. Orthogonality alone thus gives neither the formula for $|a|^2$ nor the lower bound on $t$.

The transpose is easily lost here: `R.adjugate i j` is the cofactor of entry $(j,i)$. Writing $\operatorname{adj}R=R$ leaves the diagonal relations intact, so the trace identity still comes out right, but the calculation of $Ra$ below would then give $-a$.

## Orthogonality keeps distances

The diagonal entries of $R^TR=1$ say that each column has unit length, so $\sum_{ij}R_{ij}^2=3$. Writing $\delta_{ij}$ for the entries of the identity,

$$\sum_{ij}(R_{ij}-\delta_{ij})^2=3-2t+3=2(3-t).$$

In `distance_from_identity` the three column conditions are `c0`, `c1` and `c2`, and `linear_combination` adds them. The determinant plays no part.

```lean
/-- The squared entrywise distance of a rotation matrix from the identity is
`2 (3 - tr R)`. -/
theorem distance_from_identity (h : IsRotation R) :
    ∑ i, ∑ j, (R i j - (1 : Matrix (Fin 3) (Fin 3) ℝ) i j) ^ 2 = 2 * (3 - R.trace) := by
  -- the three columns are normalised
  have c0 := congrFun (congrFun h.orthogonal 0) 0
  have c1 := congrFun (congrFun h.orthogonal 1) 1
  have c2 := congrFun (congrFun h.orthogonal 2) 2
  simp [Matrix.mul_apply, Fin.sum_univ_three] at c0 c1 c2
  simp [Fin.sum_univ_three, Matrix.trace_fin_three, Matrix.one_apply]
  linear_combination c0 + c1 + c2
```

Without orthogonality, a matrix of unit determinant may deform a body while conserving its volume. The stretch $\operatorname{diag}(2,1,\tfrac12)$ has $t=\tfrac72$, above the upper bound, and $a=0$ although $(1+t)(3-t)=-\tfrac94$. A shear with ones on the diagonal and a single further entry $R_{01}=1$ has $t=3$ without being the identity.

## Both conditions give the trace identity

Let $D$ be the sum of the squared diagonal entries and set

$$Q=R_{00}R_{11}+R_{00}R_{22}+R_{11}R_{22},\qquad P=R_{01}R_{10}+R_{02}R_{20}+R_{12}R_{21}.$$

Adding the diagonal cofactor relations, such as $R_{00}=R_{11}R_{22}-R_{12}R_{21}$, gives $t=Q-P$. The off-diagonal squares add up to $3-D$, and $t^2=D+2Q$. Hence

$$|a|^2=3-D-2P=3-D-2Q+2t=3+2t-t^2=(1+t)(3-t).$$

In `axial_sq`, the hypotheses `h0`, `h1` and `h2` are the diagonal cofactor relations. The final `linear_combination` adds the column conditions to twice their sum.

```lean
/-- The squared length of the axial vector of a rotation matrix is
`(1 + tr R) (3 - tr R)`. -/
theorem axial_sq (h : IsRotation R) :
    (R 2 1 - R 1 2) ^ 2 + (R 0 2 - R 2 0) ^ 2 + (R 1 0 - R 0 1) ^ 2
      = (1 + R.trace) * (3 - R.trace) := by
  have c0 := congrFun (congrFun h.orthogonal 0) 0
  have c1 := congrFun (congrFun h.orthogonal 1) 1
  have c2 := congrFun (congrFun h.orthogonal 2) 2
  simp [Matrix.mul_apply, Fin.sum_univ_three] at c0 c1 c2
  -- the diagonal entries equal their cofactors
  have e : ∀ i j, R.adjugate i j = R j i := fun i j => by
    rw [adjugate_eq_transpose h, Matrix.transpose_apply]
  simp only [Matrix.adjugate_fin_three] at e
  have h0 := e 0 0
  have h1 := e 1 1
  have h2 := e 2 2
  simp at h0 h1 h2
  rw [Matrix.trace_fin_three]
  linear_combination c0 + c1 + c2 + 2 * (h0 + h1 + h2)
```

Since $|a|^2\ge0$, the product cannot be negative. For $t>3$ or $t<-1$ its factors would have opposite signs, so $-1\le t\le3$. If $t=3$, the distance formula gives a vanishing sum of squares, so every entry of $R-1$ is zero. Conversely, the identity has trace 3.

The theorem `rotation_trace` collects these statements. `positivity` supplies the sign of the sum of squares, `nlinarith` the bounds, and two applications of `Finset.sum_eq_zero_iff_of_nonneg` reduce the double sum to single entries.

```lean
/-- For a rotation matrix the squared axial vector equals `(1 + tr R) (3 - tr R)`, the trace
lies between `-1` and `3`, and it equals `3` exactly for the identity. -/
theorem rotation_trace (h : IsRotation R) :
    (R 2 1 - R 1 2) ^ 2 + (R 0 2 - R 2 0) ^ 2 + (R 1 0 - R 0 1) ^ 2
        = (1 + R.trace) * (3 - R.trace) ∧
      -1 ≤ R.trace ∧ R.trace ≤ 3 ∧ (R.trace = 3 ↔ R = 1) := by
  have k := axial_sq h
  -- a sum of squares is nonnegative, hence so is the product
  have hp : 0 ≤ (1 + R.trace) * (3 - R.trace) := by
    rw [← k]
    positivity
  refine ⟨k, by nlinarith, by nlinarith, fun ht => ?_, fun hR => ?_⟩
  · -- trace three means distance zero from the identity
    have d := distance_from_identity h
    rw [ht, sub_self, mul_zero] at d
    ext i j
    have di := (Finset.sum_eq_zero_iff_of_nonneg
      (fun i _ => Finset.sum_nonneg (fun j _ => sq_nonneg _))).1 d i (Finset.mem_univ i)
    have dij := (Finset.sum_eq_zero_iff_of_nonneg
      (fun j _ => sq_nonneg _)).1 di j (Finset.mem_univ j)
    exact sub_eq_zero.1 ((pow_eq_zero_iff two_ne_zero).1 dij)
  · rw [hR, Matrix.trace_fin_three]
    norm_num [Matrix.one_apply]
```

## Axis, angle and half-turns

The off-diagonal cofactor relations show that $Ra=a$. For component 0, the terms in $R_{01}R_{02}$ cancel, leaving

$$(Ra)_0=(R_{00}R_{21}-R_{01}R_{20})-(R_{00}R_{12}-R_{02}R_{10})=-R_{12}+R_{21}=a_0.$$

The other components follow by cyclic permutation of the indices. The proof extracts all six relations, then treats the components with `fin_cases` and `linarith`.

```lean
/-- A rotation leaves its axial vector unchanged. -/
theorem axialVector_fixed (h : IsRotation R) : R *ᵥ axialVector R = axialVector R := by
  have e : ∀ i j, R.adjugate i j = R j i := fun i j => by
    rw [adjugate_eq_transpose h, Matrix.transpose_apply]
  simp only [Matrix.adjugate_fin_three] at e
  -- only the off-diagonal cofactors enter
  have h01 := e 0 1
  have h10 := e 1 0
  have h02 := e 0 2
  have h20 := e 2 0
  have h12 := e 1 2
  have h21 := e 2 1
  simp at h01 h10 h02 h20 h12 h21
  ext i
  fin_cases i <;> simp [axialVector, Matrix.mulVec, dotProduct, Fin.sum_univ_three] <;> linarith
```

The trace bounds place $(t-1)/2$ in $[-1,1]$, so $\theta=\arccos((t-1)/2)$ lies in $[0,\pi]$ and satisfies $t=1+2\cos\theta$. Substitution gives

$$|a|^2=(2+2\cos\theta)(2-2\cos\theta)=(2\sin\theta)^2.$$

For $0<\theta<\pi$, the normalised axis is therefore $a/(2\sin\theta)$. The theorem `exists_rotation_angle` makes the same choice of `Real.arccos`. It states the trace and the length, not a reconstruction of $R$ from axis and angle.

```lean
/-- Every rotation matrix has an angle `θ` between `0` and `π` for which the trace is
`1 + 2 cos θ` and the squared length of the axial vector is `(2 sin θ)²`. -/
theorem exists_rotation_angle (h : IsRotation R) :
    ∃ θ ∈ Set.Icc 0 Real.pi, R.trace = 1 + 2 * Real.cos θ ∧
      axialVector R ⬝ᵥ axialVector R = (2 * Real.sin θ) ^ 2 := by
  obtain ⟨k, hl, hu, -⟩ := rotation_trace h
  have hc : Real.cos (Real.arccos ((R.trace - 1) / 2)) = (R.trace - 1) / 2 :=
    Real.cos_arccos (by linarith) (by linarith)
  refine ⟨Real.arccos ((R.trace - 1) / 2),
    ⟨Real.arccos_nonneg _, Real.arccos_le_pi _⟩, by rw [hc]; ring, ?_⟩
  have ha : axialVector R ⬝ᵥ axialVector R = (1 + R.trace) * (3 - R.trace) := by
    rw [← k]
    simp [axialVector, dotProduct, Fin.sum_univ_three]
    ring
  rw [ha, mul_pow, Real.sin_sq, hc]
  ring
```

If $t=-1$, then $|a|^2=0$, so $R$ is symmetric; it is not the identity, whose trace is 3. Conversely, a symmetric $R$ has $a=0$, which forces $t=-1$ or $t=3$, and $R\ne1$ excludes the latter. These matrices are the half-turns, for which the axis has to be found by other means than $a$.

In `trace_eq_neg_one_iff`, `a0`, `a1` and `a2` are the vanishing components, and `mul_eq_zero` separates the two factors in the converse.

```lean
/-- A rotation matrix has trace `-1` exactly when it is symmetric and is not the identity. -/
theorem trace_eq_neg_one_iff (h : IsRotation R) : R.trace = -1 ↔ Rᵀ = R ∧ R ≠ 1 := by
  obtain ⟨k, -, -, h3⟩ := rotation_trace h
  constructor
  · intro ht
    refine ⟨?_, fun hR => by linarith [h3.2 hR]⟩
    -- the axial vector vanishes
    rw [ht] at k
    have a0 : R 2 1 - R 1 2 = 0 := (pow_eq_zero_iff two_ne_zero).1 (by
      linarith [sq_nonneg (R 2 1 - R 1 2), sq_nonneg (R 0 2 - R 2 0), sq_nonneg (R 1 0 - R 0 1)])
    have a1 : R 0 2 - R 2 0 = 0 := (pow_eq_zero_iff two_ne_zero).1 (by
      linarith [sq_nonneg (R 2 1 - R 1 2), sq_nonneg (R 0 2 - R 2 0), sq_nonneg (R 1 0 - R 0 1)])
    have a2 : R 1 0 - R 0 1 = 0 := (pow_eq_zero_iff two_ne_zero).1 (by
      linarith [sq_nonneg (R 2 1 - R 1 2), sq_nonneg (R 0 2 - R 2 0), sq_nonneg (R 1 0 - R 0 1)])
    ext i j
    fin_cases i <;> fin_cases j <;> simp [Matrix.transpose_apply] <;> linarith
  · rintro ⟨hs, hne⟩
    have e : ∀ i j, R j i = R i j := fun i j => congrFun (congrFun hs i) j
    rw [e 1 2, e 2 0, e 0 1] at k
    have hz : (1 + R.trace) * (3 - R.trace) = 0 := by
      rw [← k]
      ring
    rcases mul_eq_zero.1 hz with h1 | h1
    · linarith
    · exact absurd (h3.1 (by linarith)) hne
```

## Rotations about z satisfy both conditions

For `zRotation θ`, the relation $\sin^2\theta+\cos^2\theta=1$ gives orthonormal columns and unit determinant, and the diagonal adds up to $1+2\cos\theta$. The proof checks the entries of $R^TR$, then the determinant and the trace. The values $\theta=0$ and $\theta=\pi$ show that both trace bounds are attained.

```lean
/-- The matrix `zRotation θ` is a proper rotation with trace `1 + 2 cos θ`. -/
theorem zRotation_witness (θ : ℝ) :
    IsRotation (zRotation θ) ∧ (zRotation θ).trace = 1 + 2 * Real.cos θ := by
  refine ⟨⟨?_, ?_⟩, ?_⟩
  · ext i j
    fin_cases i <;> fin_cases j <;>
      simp [zRotation, Matrix.mul_apply, Fin.sum_univ_three] <;>
      nlinarith [Real.sin_sq_add_cos_sq θ]
  · rw [Matrix.det_fin_three]
    simp [zRotation]
    nlinarith [Real.sin_sq_add_cos_sq θ]
  · rw [Matrix.trace_fin_three]
    simp [zRotation]
    ring

end RotationTrace
```

```lean
#print axioms RotationTrace.axialVector_fixed
#print axioms RotationTrace.exists_rotation_angle
#print axioms RotationTrace.trace_eq_neg_one_iff
```

```
'RotationTrace.axialVector_fixed' depends on axioms: [propext, Classical.choice, Quot.sound]
'RotationTrace.exists_rotation_angle' depends on axioms: [propext, Classical.choice, Quot.sound]
'RotationTrace.trace_eq_neg_one_iff' depends on axioms: [propext, Classical.choice, Quot.sound]
```
